# For an invertible DIIS error matrix, the bordered Pulay matrix is invertible exactly when the entries of the error matrix's inverse have nonzero sum

In Pulay's DIIS method, the error matrix `B` is bordered by a row and a column of ones, with a zero in the corner, to impose the constraint that the mixing coefficients sum to one. The lemma `pulay_isUnit_iff` takes a finite square matrix `B` over any field, with `B * H = 1`, and states that the bordered matrix is invertible if and only if `total H`, the sum of all entries of `H`, is nonzero; `B` need not be symmetric or built from actual error vectors. For the forward direction, the proof supposes that the sum is zero and shows that the bordered matrix sends the vector (H1, −1) to zero, which is impossible for an invertible matrix because the last component is not zero. The converse uses the explicit inverse from the preceding theorem.

The failing Lean file:

```lean
import Mathlib

open Matrix

namespace PulayBorderedInverse

noncomputable section

variable {n K : Type*} [Fintype n] [DecidableEq n] [Field K]

/-- The column of ones that borders the DIIS error matrix. -/
def ones (n K : Type*) [Field K] : Matrix n Unit K := Matrix.of fun _ _ => 1

/-- The bordered Pulay matrix `[[B, 1], [1ᵀ, 0]]` of an error matrix `B`. -/
def pulayMatrix (B : Matrix n n K) : Matrix (n ⊕ Unit) (n ⊕ Unit) K :=
  fromBlocks B (ones n K) (ones n K)ᵀ 0

/-- The number `t = 1ᵀ H 1`, the sum of all entries of `H`. -/
def total (H : Matrix n n K) : K := ∑ i, ∑ j, H i j

/-- The block matrix `[[H - H 1 1ᵀ H / t, H 1 / t], [1ᵀ H / t, -1 / t]]` with `t = 1ᵀ H 1`. -/
def pulayInverse (H : Matrix n n K) : Matrix (n ⊕ Unit) (n ⊕ Unit) K :=
  fromBlocks (H - (total H)⁻¹ • (H * ones n K * ((ones n K)ᵀ * H)))
    ((total H)⁻¹ • (H * ones n K))
    ((total H)⁻¹ • ((ones n K)ᵀ * H))
    (-((total H)⁻¹ • (1 : Matrix Unit Unit K)))

/-- If `H` inverts the error matrix `B` and `t = 1ᵀ H 1` is nonzero, the bordered Pulay matrix
has the explicit block matrix `pulayInverse H` as its two-sided inverse. -/
theorem pulay_inverse {B H : Matrix n n K} (hBH : B * H = 1) (ht : total H ≠ 0) :
    pulayMatrix B * pulayInverse H = 1 ∧ pulayInverse H * pulayMatrix B = 1 := by
  have hu : B * (H * ones n K) = ones n K := by
    rw [← Matrix.mul_assoc, hBH, Matrix.one_mul]
  have hs : (ones n K)ᵀ * (H * ones n K) = total H • (1 : Matrix Unit Unit K) := by
    ext a b
    simp [ones, total, Matrix.mul_apply]
  -- the rank-one correction, multiplied by `B` and by the row of ones
  have h1 : B * (H * ones n K * ((ones n K)ᵀ * H)) = ones n K * ((ones n K)ᵀ * H) := by
    rw [← Matrix.mul_assoc B (H * ones n K), hu]
  have h2 : (ones n K)ᵀ * (H * ones n K * ((ones n K)ᵀ * H))
      = total H • ((ones n K)ᵀ * H) := by
    rw [← Matrix.mul_assoc (ones n K)ᵀ (H * ones n K), hs, Matrix.smul_mul, Matrix.one_mul]
  have hright : pulayMatrix B * pulayInverse H = 1 := by
    rw [pulayMatrix, pulayInverse, fromBlocks_multiply, ← fromBlocks_one]
    refine Matrix.fromBlocks_inj.mpr ⟨?_, ?_, ?_, ?_⟩
    · simp only [Matrix.mul_sub, Matrix.mul_smul, h1, hBH, sub_add_cancel]
    · simp only [Matrix.mul_smul, hu, Matrix.mul_neg, Matrix.mul_one, add_neg_cancel]
    · simp only [Matrix.mul_sub, Matrix.mul_smul, h2, smul_smul, inv_mul_cancel₀ ht, one_smul,
        sub_self, Matrix.zero_mul, smul_zero, add_zero]
    · simp only [Matrix.mul_smul, hs, smul_smul, inv_mul_cancel₀ ht, one_smul,
        Matrix.zero_mul, add_zero]
  -- for square matrices a right inverse is a left inverse
  exact ⟨hright, mul_eq_one_comm.mp hright⟩

/-- For an invertible error matrix `B` with inverse `H`, the Pulay matrix is invertible exactly
when `1ᵀ H 1` is nonzero. -/
theorem pulay_isUnit_iff {B H : Matrix n n K} (hBH : B * H = 1) :
    IsUnit (pulayMatrix B) ↔ total H ≠ 0 := by
  constructor
  · rintro ⟨U, hU⟩ ht
    have hleft : (↑U⁻¹ : Matrix (n ⊕ Unit) (n ⊕ Unit) K) * pulayMatrix B = 1 := by
      rw [← hU]
      exact U.inv_mul
    -- for `t = 0` the vector `(H 1, -1)` lies in the kernel
    have hker : pulayMatrix B *ᵥ Sum.elim (H *ᵥ 1) (fun _ => -1) = 0 := by
      have hB : B *ᵥ (H *ᵥ 1) = 1 := by rw [Matrix.mulVec_mulVec, hBH, Matrix.one_mulVec]
      rw [pulayMatrix, fromBlocks_mulVec, Sum.elim_comp_inl, Sum.elim_comp_inr, hB]
      ext (i | a)
      · simp [ones, Matrix.mulVec, dotProduct]
      · simpa [ones, Matrix.mulVec, dotProduct, total] using ht
    have hzero := congrArg (fun v => (↑U⁻¹ : Matrix (n ⊕ Unit) (n ⊕ Unit) K) *ᵥ v) hker
    simp only [Matrix.mulVec_mulVec, hleft, Matrix.one_mulVec, Matrix.mulVec_zero] at hzero
    have hlast := congrFun hzero (Sum.inr ())
    simp at hlast
  · intro ht
    obtain ⟨h1, h2⟩ := pulay_inverse hBH ht
    exact ⟨⟨pulayMatrix B, pulayInverse H, h1, h2⟩, rfl⟩

end

end PulayBorderedInverse
```

Messages:

```
Main.lean:70:8: error: Type mismatch: After simplification, term
  ht
 has type
  ∑ i, ∑ j, H i j = 0
but is expected to have type
  ∑ x, ((of fun x x_1 => 1)ᵀ * H) a x = 0
```

Lean accepts the file once it reads:

```diff
@@ -68,5 +68,8 @@
       ext (i | a)
       · simp [ones, Matrix.mulVec, dotProduct]
-      · simpa [ones, Matrix.mulVec, dotProduct, total] using ht
+      · have hsum : ((ones n K)ᵀ *ᵥ (H *ᵥ 1)) a = total H := by
+          simp only [Matrix.mulVec, dotProduct, ones, total, Matrix.transpose_apply,
+            Matrix.of_apply, Pi.one_apply, one_mul, mul_one]
+        simp only [Sum.elim_inr, hsum, ht, Matrix.zero_mulVec, Pi.zero_apply, add_zero]
     have hzero := congrArg (fun v => (↑U⁻¹ : Matrix (n ⊕ Unit) (n ⊕ Unit) K) *ᵥ v) hker
     simp only [Matrix.mulVec_mulVec, hleft, Matrix.one_mulVec, Matrix.mulVec_zero] at hzero
```

The error is in the last component of the kernel equation, where the row of ones acts on `H *ᵥ 1` and the result should be `total H`, which is zero by `ht`. The full `simp` set used by `simpa` contains `Matrix.mulVec_mulVec`, which merges the two successive actions into the single matrix `(ones n K)ᵀ * H` acting on `1`. Unfolding `Matrix.mulVec` then leaves a sum over entries of that product, and `Matrix.mul_apply`, which would expand them, is not in the list. So the goal does not match the double sum in `ht`. Expanding the product would still leave the column sum outside and the row sum inside, the reverse of the order in `total`.

The repair first proves `hsum`, which says that this component equals `total H`. Its `simp only` list omits `Matrix.mulVec_mulVec`, so the nested actions unfold directly into the double sum in the order of `total`. The second `simp only` selects the last component, removes the contribution of the zero corner block, and rewrites with `hsum` and `ht` to reach zero.
